# At positive temperature, the free energy of finitely many orientations, measured from the non-interacting case, lies between their thermal and plain mean energies

Two polar molecules at a fixed separation have an interaction energy that depends on their orientations. Their orientational free energy, measured from that of the non-interacting pair at the same temperature, is at least the Boltzmann-averaged energy and at most the energy averaged without Boltzmann factors. This holds at any positive temperature for finitely many orientations, each with positive weight. Either bound is attained exactly when all orientations have the same energy.

## Weights, partition function and free energy

The finite type `ι` is the set of joint orientations of the pair.

```lean
import Mathlib

open Finset

namespace KeesomFreeEnergy

noncomputable section

variable {ι : Type*} [Fintype ι]
```

Orientation $k$ has a bare weight $p_k$, its share of orientation space in the absence of interaction. The average of a quantity $X$ is $\langle X\rangle_p=\sum_k p_kX_k$. For arbitrary real weights the definition gives only a weighted sum; positivity and $\sum_k p_k=1$ enter later as hypotheses.

```lean
/-- The sum of a quantity `X` over orientations with weights `p`; it is the average of `X` when the
weights sum to 1. -/
def avg (p X : ι → ℝ) : ℝ := ∑ k, p k * X k
```

Let $E_k$ be the interaction energy and $b=1/(k_BT)$ the inverse temperature, usually written $\beta$. The partition function is $Z=\langle e^{-bE}\rangle_p$. It is an average and not a bare sum, so that $Z=1$ for normalised weights when the interaction vanishes.

```lean
/-- The orientational partition function, for nonnegative weights that sum to 1: the average of the
Boltzmann factor at inverse temperature `b`. -/
def partitionFn (p E : ι → ℝ) (b : ℝ) : ℝ := avg p (fun k => Real.exp (-b * E k))
```

The Boltzmann probability of orientation $k$ is $w_k=p_ke^{-bE_k}/Z$.

```lean
/-- The Boltzmann probability of an orientation, for nonnegative weights and a nonzero partition
function. -/
def boltzmann (p E : ι → ℝ) (b : ℝ) (k : ι) : ℝ :=
  p k * Real.exp (-b * E k) / partitionFn p E b
```

The internal energy is $U=\langle E\rangle_w$. It contains the interaction only, with no kinetic or intramolecular part.

```lean
/-- The internal energy, for nonnegative weights: the Boltzmann-weighted mean of the interaction
energy, for a nonzero partition function. -/
def internalEnergy (p E : ι → ℝ) (b : ℝ) : ℝ := avg (boltzmann p E b) E
```

The free energy is $F=-(\log Z)/b$, measured from the non-interacting pair.

```lean
/-- The orientational free energy, for nonnegative weights that sum to 1 and `b ≠ 0`. -/
def freeEnergy (p E : ι → ℝ) (b : ℝ) : ℝ := -Real.log (partitionFn p E b) / b
```

The energies are arbitrary real numbers, so no dipole formula is built in. Real molecules rotate continuously; passing from these sums to integrals over angles is a limit that the theorems leave open.

## (a) Constant factors in an average

Show that a constant $c$ can be taken out of an average:
$$\langle cX\rangle_p=c\,\langle X\rangle_p .$$

Each term is $p_k(cX_k)=c(p_kX_k)$, and $c$ is a common factor of the sum. Nothing is required of the weights.

```lean
/-- A constant factor can be taken out of an orientational average. -/
theorem avg_const_mul (p X : ι → ℝ) (c : ℝ) :
    avg p (fun k => c * X k) = c * avg p X := by
  unfold avg
  rw [Finset.mul_sum]
  exact Finset.sum_congr rfl fun k _ => by ring
```

## (b) The excess of an averaged exponential

Let $q_k$ be any weights with $\sum_kq_k=1$, let $x_k$ be real numbers, and write $m=\langle x\rangle_q$. Show that
$$\sum_k q_k\left(e^{x_k-m}-1-(x_k-m)\right)=e^{-m}\langle e^x\rangle_q-1 .$$

Since $e^{x_k-m}=e^{-m}e^{x_k}$, the exponential terms sum to $e^{-m}\langle e^x\rangle_q$. The constant terms sum to $-1$. The linear terms give $-\sum_kq_kx_k+m\sum_kq_k=-m+m=0$.

In Lean, `h` expands one term in this way; the sum is then split and the normalisation `hs` inserted.

```lean
/-- For normalised weights, the excess of the averaged exponential over the exponential of
the average, in units of the latter, is a weighted sum of terms `exp y - 1 - y`,
with `y` the deviation from the mean. -/
theorem gap_identity {q : ι → ℝ} (hs : ∑ k, q k = 1) (x : ι → ℝ) :
    ∑ k, q k * (Real.exp (x k - avg q x) - 1 - (x k - avg q x)) =
      Real.exp (-avg q x) * avg q (fun k => Real.exp (x k)) - 1 := by
  have h : ∀ k, q k * (Real.exp (x k - avg q x) - 1 - (x k - avg q x)) =
      Real.exp (-avg q x) * (q k * Real.exp (x k)) - q k - q k * x k + avg q x * q k := by
    intro k
    have he : Real.exp (x k - avg q x) = Real.exp (-avg q x) * Real.exp (x k) := by
      rw [← Real.exp_add]
      congr 1
      ring
    rw [he]
    ring
  have hm : ∑ k, q k * x k = avg q x := rfl
  have hA : ∑ k, q k * Real.exp (x k) = avg q (fun k => Real.exp (x k)) := rfl
  rw [Finset.sum_congr rfl fun k _ => h k, Finset.sum_add_distrib, Finset.sum_sub_distrib,
    Finset.sum_sub_distrib, ← Finset.mul_sum, ← Finset.mul_sum, hs, hm, hA]
  ring
```

## (c) The exponential of a mean

Let the weights $q_k$ now also be positive. Show that
$$e^{m}\le\langle e^x\rangle_q .$$

The inequality $1+y\le e^y$, with $y=x_k-m$, makes every term on the left of (b) nonnegative. Hence $0\le e^{-m}\langle e^x\rangle_q-1$, and multiplication by $e^m>0$ gives the claim. This is Jensen's inequality for the exponential. The Lean steps are the same: `h0` is the nonnegative sum, and `h1` is the bound after multiplication.

```lean
/-- For positive normalised weights, the exponential of an average is at most the average of
the exponential. -/
theorem exp_avg_le {q : ι → ℝ} (hq : ∀ k, 0 < q k) (hs : ∑ k, q k = 1) (x : ι → ℝ) :
    Real.exp (avg q x) ≤ avg q (fun k => Real.exp (x k)) := by
  have h0 : 0 ≤ ∑ k, q k * (Real.exp (x k - avg q x) - 1 - (x k - avg q x)) :=
    Finset.sum_nonneg fun k _ => mul_nonneg (hq k).le
      (by linarith [Real.add_one_le_exp (x k - avg q x)])
  rw [gap_identity hs x] at h0
  -- multiply the bound by the exponential of the mean
  have h1 := mul_nonneg (Real.exp_pos (avg q x)).le h0
  have h2 : Real.exp (avg q x) * Real.exp (-avg q x) = 1 := by
    rw [← Real.exp_add, add_neg_cancel, Real.exp_zero]
  rw [mul_sub, ← mul_assoc, h2] at h1
  linarith
```

## (d) When the two sides agree

For the same positive normalised weights, show that
$$m=\log\langle e^x\rangle_q\quad\Longleftrightarrow\quad x_j=x_k\ \text{ for all } j,k .$$

Suppose the left side holds. Then $e^{-m}\langle e^x\rangle_q=1$, so the sum in (b) is zero. Its terms are nonnegative, so each one vanishes. For $y\ne0$ the inequality $1+y<e^y$ is strict, and $q_k>0$, so a term can vanish only if $x_k=m$. All $x_k$ therefore equal $m$.

Conversely, if all $x_k$ are equal, their common value is $m$ by normalisation. Then $\langle e^x\rangle_q=e^m$, and the logarithm returns $m$.

In the Lean proof `hz` is the term-by-term vanishing, and `Real.add_one_lt_exp` supplies the strict inequality.

```lean
/-- For positive normalised weights, the average equals the logarithm of the averaged
exponential exactly when the averaged quantity is the same for all orientations. -/
theorem avg_eq_log_iff {q : ι → ℝ} (hq : ∀ k, 0 < q k) (hs : ∑ k, q k = 1) (x : ι → ℝ) :
    avg q x = Real.log (avg q (fun k => Real.exp (x k))) ↔ ∀ j k, x j = x k := by
  constructor
  · intro h
    have hA := lt_of_lt_of_le (Real.exp_pos _) (exp_avg_le hq hs x)
    have h1 : Real.exp (-avg q x) * avg q (fun k => Real.exp (x k)) = 1 := by
      rw [h, Real.exp_neg, Real.exp_log hA]
      exact inv_mul_cancel₀ hA.ne'
    have hg := gap_identity hs x
    rw [h1, sub_self] at hg
    -- a vanishing sum of nonnegative terms vanishes term by term
    have hz := (Finset.sum_eq_zero_iff_of_nonneg (fun k _ => mul_nonneg (hq k).le
      (by linarith [Real.add_one_le_exp (x k - avg q x)]))).1 hg
    have hx : ∀ k, x k = avg q x := by
      intro k
      by_contra hne
      have h2 := Real.add_one_lt_exp (sub_ne_zero.2 hne)
      have h3 := hz k (Finset.mem_univ k)
      have h4 := mul_pos (hq k)
        (show 0 < Real.exp (x k - avg q x) - 1 - (x k - avg q x) by linarith)
      linarith
    exact fun j k => (hx j).trans (hx k).symm
  · intro h
    have hx : ∀ k, avg q x = x k := fun k => calc
      avg q x = ∑ j, q j * x j := rfl
      _ = ∑ j, q j * x k := Finset.sum_congr rfl fun j _ => by rw [h j k]
      _ = x k := by rw [← Finset.sum_mul, hs, one_mul]
    have hA : avg q (fun k => Real.exp (x k)) = Real.exp (avg q x) := calc
      avg q (fun k => Real.exp (x k)) = ∑ k, q k * Real.exp (x k) := rfl
      _ = ∑ k, q k * Real.exp (avg q x) := Finset.sum_congr rfl fun k _ => by rw [hx k]
      _ = Real.exp (avg q x) := by rw [← Finset.sum_mul, hs, one_mul]
    rw [hA, Real.log_exp]
```

## (e) The sign of the partition function

For positive normalised $p_k$ and any real $b$, show that
$$Z>0 .$$

Part (c) with $x_k=-bE_k$ gives $Z\ge e^{-b\langle E\rangle_p}>0$.

```lean
/-- For positive normalised weights the partition function is positive. -/
theorem partitionFn_pos {p : ι → ℝ} (hp : ∀ k, 0 < p k) (hs : ∑ k, p k = 1)
    (E : ι → ℝ) (b : ℝ) : 0 < partitionFn p E b :=
  lt_of_lt_of_le (Real.exp_pos _) (exp_avg_le hp hs (fun k => -b * E k))
```

## (f) Averaging the inverse Boltzmann factor

For normalised $p_k$ and $Z\neq0$, show that
$$\langle e^{bE}\rangle_w=\frac1Z .$$

The two exponentials cancel in each term:
$$w_ke^{bE_k}=\frac{p_ke^{-bE_k}e^{bE_k}}{Z}=\frac{p_k}{Z}.$$
Summing over $k$ with $\sum_kp_k=1$ gives $1/Z$. In Lean, `he` is the cancellation and the closing `calc` block is the sum.

```lean
/-- For normalised weights and a nonzero partition function, the Boltzmann average of the
inverse Boltzmann factor is the inverse partition function. -/
theorem avg_boltzmann_exp {p : ι → ℝ} (hs : ∑ k, p k = 1) (E : ι → ℝ) (b : ℝ)
    (_hZ : partitionFn p E b ≠ 0) :
    avg (boltzmann p E b) (fun k => Real.exp (b * E k)) = (partitionFn p E b)⁻¹ := by
  have h : ∀ k, boltzmann p E b k * Real.exp (b * E k) = p k * (partitionFn p E b)⁻¹ := by
    intro k
    have he : Real.exp (-b * E k) * Real.exp (b * E k) = 1 := by
      rw [← Real.exp_add, neg_mul, neg_add_cancel, Real.exp_zero]
    unfold boltzmann
    linear_combination (p k * (partitionFn p E b)⁻¹) * he
  calc avg (boltzmann p E b) (fun k => Real.exp (b * E k))
      = ∑ k, boltzmann p E b k * Real.exp (b * E k) := rfl
    _ = ∑ k, p k * (partitionFn p E b)⁻¹ := Finset.sum_congr rfl fun k _ => h k
    _ = (partitionFn p E b)⁻¹ := by rw [← Finset.sum_mul, hs, one_mul]
```

## (g) Bounds on the free energy

For positive normalised $p_k$ and $b>0$, show that
$$U\le F\le\langle E\rangle_p ,$$
and that equality in either place holds if and only if $E_j=E_k$ for all $j,k$.

For the upper bound, apply (c) to $x_k=-bE_k$ with weights $p_k$. By (a) the mean of $x$ is $-b\langle E\rangle_p$, so $e^{-b\langle E\rangle_p}\le Z$. Taking logarithms gives $-b\langle E\rangle_p\le\log Z=-bF$. Division by $-b<0$ yields $F\le\langle E\rangle_p$.

For the lower bound, use the weights $w_k$. They are positive, and they sum to $Z/Z=1$. Now take $x_k=bE_k$, whose mean is $bU$. Parts (c) and (f) give $e^{bU}\le1/Z$, hence $bU\le-\log Z=bF$ and $U\le F$.

By (d), equality holds in the first case exactly when all $-bE_k$ agree, and in the second exactly when all $bE_k$ agree. As $b\ne0$, both conditions say that all energies agree.

The Lean steps `up` and `lo` are the two inequalities before division by $b$, and `upEq` and `loEq` are their equality cases. The final `refine` divides by $b$.

Nonnegative weights would not suffice for the equality statements. Take two orientations with $p=(1,0)$ and $E=(0,1)$. Then $Z=1$ and $U=F=\langle E\rangle_p=0$, although the energies differ.

```lean
/-- For positive normalised weights and `b > 0`, the free energy lies between the internal
energy and the plain orientational mean energy; either bound is attained exactly when all
orientations have the same energy. -/
theorem freeEnergy_bounds {p : ι → ℝ} (hp : ∀ k, 0 < p k) (hs : ∑ k, p k = 1)
    (E : ι → ℝ) {b : ℝ} (hb : 0 < b) :
    internalEnergy p E b ≤ freeEnergy p E b ∧ freeEnergy p E b ≤ avg p E ∧
    (internalEnergy p E b = freeEnergy p E b ↔ ∀ j k, E j = E k) ∧
    (freeEnergy p E b = avg p E ↔ ∀ j k, E j = E k) := by
  have hZ := partitionFn_pos hp hs E b
  have hq : ∀ k, 0 < boltzmann p E b k := fun k =>
    div_pos (mul_pos (hp k) (Real.exp_pos _)) hZ
  have hqs : ∑ k, boltzmann p E b k = 1 := by
    unfold boltzmann
    rw [← Finset.sum_div]
    exact div_self hZ.ne'
  have hF : b * freeEnergy p E b = -Real.log (partitionFn p E b) := by
    unfold freeEnergy
    field_simp
  have hR := avg_boltzmann_exp hs E b hZ.ne'
  have hlog : Real.log (avg (boltzmann p E b) (fun k => Real.exp (b * E k))) =
      -Real.log (partitionFn p E b) := by rw [hR, Real.log_inv]
  -- upper bound: average -bE over the bare weights
  have up : -b * avg p E ≤ Real.log (partitionFn p E b) := by
    rw [← avg_const_mul]
    exact (Real.le_log_iff_exp_le hZ).2 (exp_avg_le hp hs (fun k => -b * E k))
  have upEq : -b * avg p E = Real.log (partitionFn p E b) ↔ ∀ j k, E j = E k := by
    rw [← avg_const_mul]
    exact (avg_eq_log_iff hp hs (fun k => -b * E k)).trans
      (forall₂_congr fun j k => mul_right_inj' (neg_ne_zero.2 hb.ne'))
  -- lower bound: average bE over the Boltzmann weights
  have lo : b * internalEnergy p E b ≤ -Real.log (partitionFn p E b) := by
    unfold internalEnergy
    rw [← avg_const_mul, ← hlog]
    exact (Real.le_log_iff_exp_le (by rw [hR]; exact inv_pos.2 hZ)).2
      (exp_avg_le hq hqs (fun k => b * E k))
  have loEq : b * internalEnergy p E b = -Real.log (partitionFn p E b) ↔
      ∀ j k, E j = E k := by
    unfold internalEnergy
    rw [← avg_const_mul, ← hlog]
    exact (avg_eq_log_iff hq hqs (fun k => b * E k)).trans
      (forall₂_congr fun j k => mul_right_inj' hb.ne')
  refine ⟨le_of_mul_le_mul_left (by linarith) hb, le_of_mul_le_mul_left (by linarith) hb,
    Iff.trans ?_ loEq, Iff.trans ?_ upEq⟩
  · rw [← hF]
    exact (mul_right_inj' hb.ne').symm
  · constructor
    · intro h
      rw [← h]
      linarith
    · intro h
      exact mul_left_cancel₀ hb.ne' (by linarith)
```

## (h) Equal weights

Let there be $n\ge1$ equally weighted orientations, and let $b>0$. With
$$U=\frac{\sum_kE_ke^{-bE_k}}{\sum_ke^{-bE_k}},\qquad F=-\frac1b\log\frac{\sum_ke^{-bE_k}}{n},\qquad M=\frac{\sum_kE_k}{n},$$
show that $U\le F\le M$, with the equality condition of (g) in either place.

Set $p_k=1/n$. These weights are positive and sum to 1. The factor $1/n$ cancels in $w_k$, which gives the stated $U$; it remains inside the logarithm of $F$; and $\langle E\rangle_p=M$. Part (g) then applies.

In Lean, $n$ is `Fintype.card ι`, the three formulas are the hypotheses `hU`, `hF` and `hM`, and `eU`, `eF` and `eM` match them to the general definitions.

As an instance, take $n=2$, $b=1$ and $E=(\ln2,-\ln2)$. The Boltzmann factors are $\tfrac12$ and $2$, with sum $\tfrac52$. Hence
$$U=-\tfrac35\ln2\approx-0.416,\qquad F=-\ln\tfrac54\approx-0.223,\qquad M=0 .$$

```lean
/-- For equally weighted orientations, a nonempty set of them and `b > 0`: the Boltzmann mean
`U`, the free energy `F` and the arithmetic mean `M` obey `U ≤ F ≤ M`, with equality in either
place exactly when all energies are equal. -/
theorem freeEnergy_bounds_uniform [Nonempty ι] (E : ι → ℝ) {b U F M : ℝ} (hb : 0 < b)
    (hU : U = (∑ k, E k * Real.exp (-b * E k)) / ∑ k, Real.exp (-b * E k))
    (hF : F = -Real.log ((∑ k, Real.exp (-b * E k)) / Fintype.card ι) / b)
    (hM : M = (∑ k, E k) / Fintype.card ι) :
    U ≤ F ∧ F ≤ M ∧ (U = F ↔ ∀ j k, E j = E k) ∧ (F = M ↔ ∀ j k, E j = E k) := by
  have hn : (0 : ℝ) < Fintype.card ι := Nat.cast_pos.2 Fintype.card_pos
  let p : ι → ℝ := fun _ => (Fintype.card ι : ℝ)⁻¹
  have hs : ∑ k, p k = 1 := by
    simp only [p, Finset.sum_const, Finset.card_univ, nsmul_eq_mul]
    exact mul_inv_cancel₀ hn.ne'
  have hZ : partitionFn p E b =
      (Fintype.card ι : ℝ)⁻¹ * ∑ k, Real.exp (-b * E k) := by
    simp only [partitionFn, avg, p, Finset.mul_sum]
  have eU : internalEnergy p E b = U := by
    rw [hU, Finset.sum_div]
    unfold internalEnergy avg boltzmann
    rw [hZ]
    refine Finset.sum_congr rfl fun k _ => ?_
    rw [mul_div_mul_left _ _ (inv_ne_zero hn.ne')]
    ring
  have eF : freeEnergy p E b = F := by
    rw [hF, freeEnergy, hZ, div_eq_inv_mul (∑ k, Real.exp (-b * E k))]
  have eM : avg p E = M := by
    rw [hM, div_eq_inv_mul, Finset.mul_sum]
    rfl
  have h := freeEnergy_bounds (p := p) (fun _ => inv_pos.2 hn) hs E hb
  rwa [eU, eF, eM] at h
```

## (i) Attraction from an interaction with zero mean

Let $p_k$ be positive and normalised, and let $b>0$. Suppose that $\langle E\rangle_p=0$ but that the energies are not all equal. Show that
$$U<F<0 .$$

Part (g) gives $U\le F\le0$. Equality in either place would make all energies equal, contrary to assumption, so both inequalities are strict. The Lean proof does this with `lt_of_le_of_ne`, once for each inequality.

The zero mean stands for a property of two freely rotating dipoles: reversing one of them reverses the sign of the energy, so the contributions cancel in a uniform average. Thermal weighting then lowers the free energy below that of the non-interacting pair at every finite positive temperature. This is the sense of "attraction" here, and for two dipoles it is the Keesom effect. Its familiar $r^{-6}$ dependence on the separation $r$ requires the explicit dipole energy and a high-temperature expansion, neither of which is used here.

For simulation with an orientation-averaged pair potential, the result says that, for finitely many classical orientations at fixed separation, using $U$ in place of $F$ overstates this attraction.

```lean
/-- For positive normalised weights and `b > 0`, an interaction whose orientational mean
vanishes but which depends on orientation has a negative free energy and a still lower
internal energy. -/
theorem keesom_attraction {p : ι → ℝ} (hp : ∀ k, 0 < p k) (hs : ∑ k, p k = 1)
    {E : ι → ℝ} {b : ℝ} (hb : 0 < b) (h0 : avg p E = 0) (hE : ¬ ∀ j k, E j = E k) :
    internalEnergy p E b < freeEnergy p E b ∧ freeEnergy p E b < 0 := by
  obtain ⟨h1, h2, h3, h4⟩ := freeEnergy_bounds hp hs E hb
  rw [h0] at h2 h4
  exact ⟨lt_of_le_of_ne h1 fun h => hE (h3.1 h), lt_of_le_of_ne h2 fun h => hE (h4.1 h)⟩

end

end KeesomFreeEnergy
```

```lean
#print axioms KeesomFreeEnergy.freeEnergy_bounds
-- 'KeesomFreeEnergy.freeEnergy_bounds' depends on axioms: [propext, Classical.choice, Quot.sound]
#print axioms KeesomFreeEnergy.freeEnergy_bounds_uniform
-- 'KeesomFreeEnergy.freeEnergy_bounds_uniform' depends on axioms: [propext, Classical.choice, Quot.sound]
#print axioms KeesomFreeEnergy.keesom_attraction
-- 'KeesomFreeEnergy.keesom_attraction' depends on axioms: [propext, Classical.choice, Quot.sound]
```
